# A three-level test of perturbation theory with overlap: first derivative 2, second derivative −7

Take the generalized eigenvalue problem \(H(x)c = e\,S(x)c\) with

\[
H(x)=\begin{pmatrix}x-1&x&0\\x&0&0\\0&0&1\end{pmatrix},\qquad
S(x)=\begin{pmatrix}1+x&0&x\\0&1&0\\x&0&1\end{pmatrix}.
\]

Let \(e(x)\) be a twice continuously differentiable function near \(x=0\) that satisfies \(\det(H(x)-e(x)S(x))=0\) there and starts at \(e(0)=-1\). Then

\[
e'(0)=2,\qquad e''(0)=-7,
\]

and the central difference quotients converge to the same numbers:

\[
\frac{e(x)-e(-x)}{2x}\to 2,\qquad \frac{e(x)-2e(0)+e(-x)}{x^2}\to -7 .
\]

## Checking a response routine against finite differences

In PAW and ultrasoft calculations the overlap operator changes when an atom moves, so a response code has to differentiate \(S\) as well as \(H\). A common check is to solve the eigenproblem at \(\pm x\), form the central difference quotients, and compare them with the first and second derivatives from perturbation theory. The example does this for a single particle with three coupled levels and with \(H\) and \(S\) linear in \(x\).

The numbers also separate two possible mistakes. Let \(V\) and \(W\) be the coefficients of \(x\) in \(H\) and \(S\), with indices running over 0, 1, 2, and let \(\varepsilon_0=-1\) be the unperturbed energy of level 0. A routine that, for \(k=1,2\), uses the couplings \(V_{0k}\) where it needs \(V_{0k}-\varepsilon_0W_{0k}\), and is otherwise correct, returns \(-6\) for the second derivative. One that omits the product of the first-order energy and \(W_{00}\) returns \(-3\).

At \(x=\pm0.1\) the determinant conditions are the cubics

\[
1.09e^3-0.2e^2-0.91e+0.01=0,\qquad 0.89e^3+0.2e^2-1.11e+0.01=0 .
\]

Newton's method from \(e=-1\pm0.2-0.035\) gives \(e(0.1)\approx-0.83254\) and \(e(-0.1)\approx-1.23881\). The quotients are then

\[
\frac{0.40627}{0.2}\approx 2.031,\qquad \frac{2-2.07135}{0.01}\approx-7.135 .
\]

In floating point the step should not be made too small: an error \(\delta\) in each of the three energies can change the second quotient by up to \(4\delta/x^2\).

## From the determinant to the second-order energy

Write \(H(x)=\mathrm{diag}(\varepsilon_0,\varepsilon_1,\varepsilon_2)+xV\) and \(S(x)=1+xW\), and suppose that \(\varepsilon_1\) and \(\varepsilon_2\) both differ from \(\varepsilon_0\). Follow a continuous branch with \(e(0)=\varepsilon_0\). Define

\[
m_{ij}=V_{ij}-e(x)W_{ij},\qquad d_i=\varepsilon_i-e(x)+x\,m_{ii}.
\]

The matrix \(H-eS\) has diagonal entries \(d_i\) and off-diagonal entries \(x\,m_{ij}\). Expanding its determinant along the first row turns the secular equation into \(d_0D=x^2G\), where

\[
D=d_1d_2-x^2m_{12}m_{21},
\]
\[
G=m_{01}(m_{10}d_2-x\,m_{12}m_{20})+m_{02}(m_{20}d_1-x\,m_{10}m_{21}).
\]

Let \(E^{(1)}=V_{00}-\varepsilon_0W_{00}\) be the first-order energy and \(r=e(x)-\varepsilon_0-E^{(1)}x\) the remainder. Substituting \(e=\varepsilon_0+E^{(1)}x+r\) in \(d_0\) gives

\[
d_0=-r(1+xW_{00})-E^{(1)}W_{00}x^2 .
\]

Hence, for small \(x\neq0\),

\[
\frac{r}{x^2}=-\frac{G+E^{(1)}W_{00}D}{D(1+xW_{00})}.
\]

The right-hand side is continuous at 0, because \(D(0)=(\varepsilon_0-\varepsilon_1)(\varepsilon_0-\varepsilon_2)\neq0\). Its value there is the second-order energy

\[
E^{(2)}=\sum_{k=1}^{2}\frac{(V_{0k}-\varepsilon_0W_{0k})(V_{k0}-\varepsilon_0W_{k0})}{\varepsilon_0-\varepsilon_k}-E^{(1)}W_{00}.
\]

Now put \(q(x)=r/x^2\), so that \(q(x)\to E^{(2)}\). The one-sided slope and the two central quotients are

\[
\frac{e(x)-e(0)}{x}=E^{(1)}+x\,q(x),
\]
\[
\frac{e(x)-e(-x)}{2x}=E^{(1)}+\frac{x}{2}\bigl(q(x)-q(-x)\bigr),
\]
\[
\frac{e(x)-2e(0)+e(-x)}{x^2}=q(x)+q(-x).
\]

They tend to \(E^{(1)}\), \(E^{(1)}\) and \(2E^{(2)}\). If \(e\) is C², l'Hôpital's rule also gives

\[
\lim_{x\to0}q(x)=\lim_{x\to0}\frac{e'(x)-E^{(1)}}{2x}=\frac{e''(0)}{2},
\]

and therefore \(e''(0)=2E^{(2)}\).

For the matrices at the top, \(\varepsilon=(-1,0,1)\), \(V_{00}=V_{01}=V_{10}=1\) and \(W_{00}=W_{02}=W_{20}=1\), with all other entries zero. Thus \(E^{(1)}=1+1=2\). Both couplings \(V_{0k}-\varepsilon_0W_{0k}\) equal 1, so

\[
E^{(2)}=\frac{1}{-1}+\frac{1}{-2}-2=-\frac72 .
\]

## The Lean file

```lean
import Mathlib

open Filter Topology Matrix

namespace OverlapPerturbation

noncomputable section

/-- The secular matrix `H(x) - e S(x)` for `H(x) = diag(ε) + x V` and `S(x) = 1 + x W`. -/
def secular (ε : Fin 3 → ℝ) (V W : Matrix (Fin 3) (Fin 3) ℝ) (x e : ℝ) :
    Matrix (Fin 3) (Fin 3) ℝ :=
  (diagonal ε + x • V) - e • (1 + x • W)

/-- The first-order energy of level 0, with the overlap correction. -/
def firstOrder (ε : Fin 3 → ℝ) (V W : Matrix (Fin 3) (Fin 3) ℝ) : ℝ :=
  V 0 0 - ε 0 * W 0 0

/-- The second-order energy of level 0 as a sum over the other two levels, with the overlap
correction; its domain is `ε 1 ≠ ε 0` and `ε 2 ≠ ε 0`. -/
def secondOrder (ε : Fin 3 → ℝ) (V W : Matrix (Fin 3) (Fin 3) ℝ) : ℝ :=
  (V 0 1 - ε 0 * W 0 1) * (V 1 0 - ε 0 * W 1 0) / (ε 0 - ε 1) +
    (V 0 2 - ε 0 * W 0 2) * (V 2 0 - ε 0 * W 2 0) / (ε 0 - ε 2) - firstOrder ε V W * W 0 0

variable {ε : Fin 3 → ℝ} {V W : Matrix (Fin 3) (Fin 3) ℝ} {e : ℝ → ℝ} {a b : ℝ}

/-- For a continuous branch starting at a nondegenerate level, the remainder after first
order, divided by `x ^ 2`, tends to the second-order energy. -/
theorem expansion (h1 : ε 1 ≠ ε 0) (h2 : ε 2 ≠ ε 0) (hc : ContinuousAt e 0)
    (h0 : e 0 = ε 0) (hsec : ∀ᶠ x in 𝓝 0, (secular ε V W x (e x)).det = 0) :
    Tendsto (fun x => (e x - ε 0 - firstOrder ε V W * x) / x ^ 2) (𝓝[≠] 0)
      (𝓝 (secondOrder ε V W)) := by
  let m : Fin 3 → Fin 3 → ℝ → ℝ := fun i j x => V i j - e x * W i j
  let d : Fin 3 → ℝ → ℝ := fun i x => ε i - e x + x * m i i x
  -- the secular equation reads d 0 * D = x ^ 2 * G
  let D : ℝ → ℝ := fun x => d 1 x * d 2 x - x ^ 2 * (m 1 2 x * m 2 1 x)
  let G : ℝ → ℝ := fun x => m 0 1 x * (m 1 0 x * d 2 x - x * (m 1 2 x * m 2 0 x)) +
    m 0 2 x * (m 2 0 x * d 1 x - x * (m 1 0 x * m 2 1 x))
  let K : ℝ → ℝ := fun x => D x * (1 + x * W 0 0)
  let R : ℝ → ℝ := fun x => -(G x + firstOrder ε V W * W 0 0 * D x) / K x
  have hx : ContinuousAt (fun x : ℝ => x) 0 := continuousAt_id
  have hm : ∀ i j, ContinuousAt (m i j) 0 := fun i j =>
    continuousAt_const.sub (hc.mul continuousAt_const)
  have hd : ∀ i, ContinuousAt (d i) 0 := fun i =>
    (continuousAt_const.sub hc).add (hx.mul (hm i i))
  have hD : ContinuousAt D 0 :=
    ((hd 1).mul (hd 2)).sub ((hx.pow 2).mul ((hm 1 2).mul (hm 2 1)))
  have hG : ContinuousAt G 0 :=
    ((hm 0 1).mul (((hm 1 0).mul (hd 2)).sub (hx.mul ((hm 1 2).mul (hm 2 0))))).add
      ((hm 0 2).mul (((hm 2 0).mul (hd 1)).sub (hx.mul ((hm 1 0).mul (hm 2 1)))))
  have hK : ContinuousAt K 0 :=
    hD.mul (continuousAt_const.add (hx.mul continuousAt_const))
  have hp : ε 0 - ε 1 ≠ 0 := sub_ne_zero.2 h1.symm
  have hq : ε 0 - ε 2 ≠ 0 := sub_ne_zero.2 h2.symm
  have hK0 : K 0 = (ε 0 - ε 1) * (ε 0 - ε 2) := by
    simp only [K, D, d, h0]
    ring
  have hne : K 0 ≠ 0 := by
    rw [hK0]
    exact mul_ne_zero hp hq
  have hR : ContinuousAt R 0 := (hG.add (continuousAt_const.mul hD)).neg.div hK hne
  have hR0 : R 0 = secondOrder ε V W := by
    change -(G 0 + firstOrder ε V W * W 0 0 * D 0) / K 0 = _
    rw [div_eq_iff hne, hK0, secondOrder]
    simp only [G, D, d, m, h0]
    linear_combination
      (-(ε 0 - ε 2)) * div_mul_cancel₀ ((V 0 1 - ε 0 * W 0 1) * (V 1 0 - ε 0 * W 1 0)) hp -
      (ε 0 - ε 1) * div_mul_cancel₀ ((V 0 2 - ε 0 * W 0 2) * (V 2 0 - ε 0 * W 2 0)) hq
  have t : Tendsto R (𝓝 0) (𝓝 (secondOrder ε V W)) := by
    rw [← hR0]
    exact hR
  refine (t.mono_left nhdsWithin_le_nhds).congr' ?_
  filter_upwards [nhdsWithin_le_nhds hsec, nhdsWithin_le_nhds (hK.eventually_ne hne),
    self_mem_nhdsWithin] with x hdet hKx hx0
  have hij : ∀ i j, secular ε V W x (e x) i j =
      (if i = j then ε i - e x else 0) + x * m i j x := by
    intro i j
    by_cases h : i = j
    · subst h
      simp [secular, m]
      ring
    · simp [secular, m, h]
      ring
  have hM : d 0 x * D x = x ^ 2 * G x := by
    rw [Matrix.det_fin_three] at hdet
    simp only [hij, Fin.isValue, Fin.reduceEq, ↓reduceIte, zero_add] at hdet
    simp only [D, G, d]
    linear_combination hdet
  simp only [d, m] at hM
  change -(G x + firstOrder ε V W * W 0 0 * D x) / K x = _
  rw [div_eq_div_iff hKx (pow_ne_zero 2 hx0)]
  simp only [K, firstOrder]
  linear_combination hM

/-- If the remainder after first order, divided by `x ^ 2`, tends to `b`, then the slope at 0
is `a` and the central first and second difference quotients tend to `a` and `2 b`. -/
theorem difference_quotients
    (h : Tendsto (fun x => (e x - e 0 - a * x) / x ^ 2) (𝓝[≠] 0) (𝓝 b)) :
    HasDerivAt e a 0 ∧
    Tendsto (fun x => (e x - e (-x)) / (2 * x)) (𝓝[≠] 0) (𝓝 a) ∧
    Tendsto (fun x => (e x - 2 * e 0 + e (-x)) / x ^ 2) (𝓝[≠] 0) (𝓝 (2 * b)) := by
  have hid : Tendsto (fun x : ℝ => x) (𝓝[≠] 0) (𝓝 0) :=
    tendsto_id.mono_left nhdsWithin_le_nhds
  have hneg : Tendsto (fun x : ℝ => -x) (𝓝[≠] 0) (𝓝[≠] 0) := by
    refine tendsto_nhdsWithin_iff.2 ⟨by simpa using hid.neg, ?_⟩
    filter_upwards [self_mem_nhdsWithin] with x hx
    simpa using hx
  have h' := h.comp hneg
  refine ⟨?_, ?_, ?_⟩
  · rw [hasDerivAt_iff_tendsto_slope]
    have t := (hid.mul h).const_add a
    rw [zero_mul, add_zero] at t
    refine t.congr' ?_
    filter_upwards [self_mem_nhdsWithin] with x hx
    have hx : x ≠ 0 := hx
    rw [slope_def_field, sub_zero]
    field_simp
    ring
  · have t := ((hid.mul (h.sub h')).div_const 2).const_add a
    rw [zero_mul, zero_div, add_zero] at t
    refine t.congr' ?_
    filter_upwards [self_mem_nhdsWithin] with x hx
    have hx : x ≠ 0 := hx
    simp only [Function.comp_apply, neg_sq]
    field_simp
    ring
  · have t := h.add h'
    rw [← two_mul] at t
    refine t.congr fun x => ?_
    simp only [Function.comp_apply, neg_sq]
    ring

/-- For a C² function, the limit of the remainder after first order, divided by `x ^ 2`,
is half the second derivative at 0. -/
theorem second_derivative (he : ContDiffAt ℝ 2 e 0)
    (h : Tendsto (fun x => (e x - e 0 - a * x) / x ^ 2) (𝓝[≠] 0) (𝓝 b)) :
    deriv (deriv e) 0 = 2 * b := by
  have ha : deriv e 0 = a := (difference_quotients h).1.deriv
  have hdiff : ∀ᶠ x in 𝓝 0, DifferentiableAt ℝ e x :=
    (he.eventually (by simp)).mono fun x hx => hx.differentiableAt (by norm_num)
  have hd2 : DifferentiableAt ℝ (deriv e) 0 := by
    have h1 : ContDiffAt ℝ 1 (fderiv ℝ e) 0 := he.fderiv_right (by norm_num)
    exact (h1.clm_apply (contDiffAt_const (c := (1 : ℝ)))).differentiableAt (by norm_num)
  have hs := hasDerivAt_iff_tendsto_slope.1 hd2.hasDerivAt
  have hl : Tendsto (fun x => (e x - e 0 - a * x) / x ^ 2) (𝓝[≠] 0)
      (𝓝 (deriv (deriv e) 0 / 2)) := by
    -- l'Hôpital's rule reduces the remainder to the slope of the first derivative
    apply HasDerivAt.lhopital_zero_nhdsNE (f' := fun x => deriv e x - a)
      (g' := fun x => 2 * x)
    · filter_upwards [nhdsWithin_le_nhds hdiff] with x hx
      exact ((hx.hasDerivAt.sub_const (e 0)).fun_sub
        ((hasDerivAt_id' x).const_mul a)).congr_deriv (by ring)
    · exact Eventually.of_forall fun x => by simpa using hasDerivAt_pow 2 x
    · filter_upwards [self_mem_nhdsWithin] with x hx
      exact mul_ne_zero two_ne_zero hx
    · have hc : Tendsto e (𝓝 0) (𝓝 (e 0)) := he.continuousAt
      have t := (hc.sub_const (e 0)).sub ((tendsto_id (x := 𝓝 (0 : ℝ))).const_mul a)
      rw [sub_self, mul_zero, sub_zero] at t
      exact t.mono_left nhdsWithin_le_nhds
    · have t := (continuous_pow (M := ℝ) 2).tendsto 0
      rw [zero_pow two_ne_zero] at t
      exact t.mono_left nhdsWithin_le_nhds
    · refine (hs.div_const 2).congr fun x => ?_
      rw [slope_def_field, sub_zero, ha, div_div, mul_comm x 2]
  linarith [tendsto_nhds_unique h hl]

/-- Second-order perturbation theory with overlap: a C² branch starting at a nondegenerate
level has the first-order energy as first derivative and twice the second-order energy as
second derivative, and the central difference quotients converge to these values. -/
theorem energy_derivatives (h1 : ε 1 ≠ ε 0) (h2 : ε 2 ≠ ε 0) (he : ContDiffAt ℝ 2 e 0)
    (h0 : e 0 = ε 0) (hsec : ∀ᶠ x in 𝓝 0, (secular ε V W x (e x)).det = 0) :
    deriv e 0 = firstOrder ε V W ∧ deriv (deriv e) 0 = 2 * secondOrder ε V W ∧
    Tendsto (fun x => (e x - e (-x)) / (2 * x)) (𝓝[≠] 0) (𝓝 (firstOrder ε V W)) ∧
    Tendsto (fun x => (e x - 2 * e 0 + e (-x)) / x ^ 2) (𝓝[≠] 0)
      (𝓝 (2 * secondOrder ε V W)) := by
  have h := expansion h1 h2 he.continuousAt h0 hsec
  rw [← h0] at h
  obtain ⟨hd, hq⟩ := difference_quotients h
  exact ⟨hd.deriv, second_derivative he h, hq⟩

/-- Levels at -1, 1 and 2, the first two coupled only through the overlap, have the C² branch
`-1 / √(1 - x ^ 2)` near `x = 0`. -/
theorem energy_derivatives_witness :
    ContDiffAt ℝ 2 (fun x : ℝ => -(√(1 - x ^ 2))⁻¹) 0 ∧
    ∀ᶠ x : ℝ in 𝓝 0, (secular ![-1, 1, 2] 0 !![0, 1, 0; 1, 0, 0; 0, 0, 0] x
      (-(√(1 - x ^ 2))⁻¹)).det = 0 := by
  have hc : ContDiff ℝ 2 (fun x : ℝ => 1 - x ^ 2) := by fun_prop
  refine ⟨((hc.contDiffAt.sqrt (by norm_num)).inv (by norm_num)).neg, ?_⟩
  have hpos : ∀ᶠ x : ℝ in 𝓝 0, 0 < 1 - x ^ 2 :=
    hc.continuous.continuousAt.eventually (lt_mem_nhds (by norm_num))
  filter_upwards [hpos] with x hx
  have hs : ((√(1 - x ^ 2))⁻¹) ^ 2 * (1 - x ^ 2) = 1 := by
    rw [inv_pow, Real.sq_sqrt hx.le, inv_mul_cancel₀ hx.ne']
  generalize (√(1 - x ^ 2))⁻¹ = s at hs ⊢
  rw [Matrix.det_fin_three]
  simp [secular]
  linear_combination (2 + s) * hs

/-- The Hamiltonian of the three-level model. -/
def H (x : ℝ) : Matrix (Fin 3) (Fin 3) ℝ := !![x - 1, x, 0; x, 0, 0; 0, 0, 1]

/-- The overlap matrix of the three-level model. -/
def S (x : ℝ) : Matrix (Fin 3) (Fin 3) ℝ := !![1 + x, 0, x; 0, 1, 0; x, 0, 1]

/-- In the three-level model, a C² branch with `e 0 = -1` has first derivative 2 and second
derivative -7 at 0, and the central difference quotients converge to these values. -/
theorem three_level (he : ContDiffAt ℝ 2 e 0) (h0 : e 0 = -1)
    (hsec : ∀ᶠ x in 𝓝 0, (H x - e x • S x).det = 0) :
    deriv e 0 = 2 ∧ deriv (deriv e) 0 = -7 ∧
    Tendsto (fun x => (e x - e (-x)) / (2 * x)) (𝓝[≠] 0) (𝓝 2) ∧
    Tendsto (fun x => (e x - 2 * e 0 + e (-x)) / x ^ 2) (𝓝[≠] 0) (𝓝 (-7)) := by
  let ε : Fin 3 → ℝ := ![-1, 0, 1]
  let V : Matrix (Fin 3) (Fin 3) ℝ := !![1, 1, 0; 1, 0, 0; 0, 0, 0]
  let W : Matrix (Fin 3) (Fin 3) ℝ := !![1, 0, 1; 0, 0, 0; 1, 0, 0]
  have hmat : ∀ x y : ℝ, secular ε V W x y = H x - y • S x := by
    intro x y
    ext i j
    fin_cases i <;> fin_cases j <;>
      simp [secular, H, S, ε, V, W]
    ring
  have h1 : ε 1 ≠ ε 0 := by
    change (0 : ℝ) ≠ -1
    norm_num
  have h2 : ε 2 ≠ ε 0 := by
    change (1 : ℝ) ≠ -1
    norm_num
  have hE1 : firstOrder ε V W = 2 := by
    norm_num [firstOrder, ε, V, W]
  have hE2 : 2 * secondOrder ε V W = -7 := by
    rw [secondOrder, hE1, show ε 2 = 1 from rfl, show V 0 2 = 0 from rfl,
      show V 2 0 = 0 from rfl, show W 0 2 = 1 from rfl, show W 2 0 = 1 from rfl]
    norm_num [ε, V, W]
  have h := energy_derivatives (V := V) (W := W) h1 h2 he h0
    (hsec.mono fun x hx => by rw [hmat]; exact hx)
  rw [hE1, hE2] at h
  exact h

end

end OverlapPerturbation
```

```lean
#print axioms OverlapPerturbation.three_level
```

```
'OverlapPerturbation.three_level' depends on axioms: [propext, Classical.choice, Quot.sound]
```

## Reading the theorems and their limits

`three_level` is the result stated at the top. `ContDiffAt ℝ 2 e 0` says that the branch is C² near 0, and `∀ᶠ x in 𝓝 0` says that the determinant vanishes for all \(x\) sufficiently close to 0. `deriv (deriv e) 0` is \(e''(0)\). Each `Tendsto` statement is a limit as \(x\to0\) with \(x\neq0\), which is what `𝓝[≠] 0` expresses.

The general version for three levels is `energy_derivatives`. There `secular` is \(H(x)-eS(x)\), while `firstOrder` and `secondOrder` are \(E^{(1)}\) and \(E^{(2)}\). The matrices `V` and `W` are real but need not be symmetric, and levels 1 and 2 may coincide with each other. The basis is the unperturbed eigenbasis, orthonormal at \(x=0\).

The proof follows the derivation:

- `expansion` needs only continuity of the branch. It names \(m\), \(d\), \(D\) and \(G\) as above, and `R` is the quotient that equals \(r/x^2\). The step `hR0` evaluates it at 0, `hM` is the relation \(d_0D=x^2G\), and the last `linear_combination` solves that relation for the remainder.
- `difference_quotients` uses the three formulas in \(q(x)\) and \(q(-x)\). The limit for \(q(-x)\) comes from composing with \(x\mapsto-x\).
- `second_derivative` applies l'Hôpital's rule and then uses uniqueness of limits.
- `three_level` identifies `secular` with `H x - e x • S x` entry by entry and evaluates the two energies.

The branch is a hypothesis in `three_level`. One does exist by the implicit function theorem, since the \(e\)-derivative of the determinant at \((x,e)=(0,-1)\) is \(-2\), but the file does not carry out that argument. What it does supply, in `energy_derivatives_witness`, is an explicit branch for a different model: levels at \(-1\), 1 and 2, with the first two coupled only through the overlap, have the branch \(-1/\sqrt{1-x^2}\).

The limits come without a convergence rate, so the theorems do not say how small a step must be for a given accuracy. Rounding and eigensolver errors are absent from the model, as are complex Hermitian matrices, larger bases and a level degenerate with level 0.

Production PAW calculations need more terms. When \(H\) and \(S\) depend nonlinearly on the displacement, \(e''(0)\) also contains the expectation value of \(H''(0)-\varepsilon_0S''(0)\) in the unperturbed state. In a self-consistent calculation, \(H\) further responds to the change in density.
